# Weak strain pins the linear E⊗e Jahn–Teller distortion with barrier $2Fs/K$

Let $K>0$ and $0<s<F$, and let
$$V(x,y)=\tfrac12Kr^2-Fr-sx,\qquad r=\sqrt{x^2+y^2}.$$
This is the lower energy surface of the linear E⊗e model, with strain entering as a constant force $s$ that is the same for both electronic states. It has exactly two critical points. The point $((F+s)/K,\,0)$ is the unique global minimum, and $(-(F-s)/K,\,0)$ lies higher by $2Fs/K$. That difference is also the lowest barrier, measured from the minimum, for carrying the distortion once around the origin.

## A circular trough tilted by strain

The coordinates $x,y$ are the two components of a degenerate vibrational mode, measured from the symmetric configuration. $K$ is the force constant of the mode. $F$ is the linear vibronic coupling: it splits the two degenerate electronic states by $2Fr$, and $V$ follows the lower one. The strain $s$ is a constant force along $x$, the same for both electronic states.

Without strain, the minima form a circle of radius $F/K$, and the distortion can turn at no cost in energy. Strain tilts this trough. In this static model with linear coupling, the result says which distorted geometry is lowest in energy and what barrier a full turn of the distortion has to cross.

## What the theorems say

In the Lean file, `radius x y` is $r$ and `energy K F s x y` is $V$, with the zero of energy at the symmetric configuration. `IsCritical K F s x y` says that both partial derivatives of $V$ exist at $(x,y)$ and are zero. Existence matters here: Lean's `deriv` returns 0 where there is no derivative, so a definition based on it would count the origin as critical.

The theorem `strain_pinning` has three parts:

- A point is critical if and only if it is one of the two points above.
- Every point other than $((F+s)/K,0)$ has strictly higher energy than that point.
- The energies of the two critical points differ by $2Fs/K$.

Two further theorems concern the barrier. In `barrier_unavoidable`, a path is given by functions `r` and `θ` on $[0,1]$, with `r` nonnegative and `θ` continuous from $0$ to $2\pi$. Somewhere it reaches at least the energy of the upper critical point. In `barrier_attained`, the circle of radius $(F-s)/K$ never exceeds that energy.

The classification needs $s\neq0$, since at $s=0$ the whole circle $r=F/K$ is critical. It also needs $s<F$, since for $s\ge F$ the second point is no longer critical. The model leaves out any direct splitting of the electronic states by the strain, which would also contribute to the barrier. It also leaves out quadratic coupling, which warps the trough into separate wells, and the quantum motion of the nuclei.

## Two critical points on the strain axis

Away from the origin, $\partial r/\partial x=x/r$ and $\partial r/\partial y=y/r$, so
$$\frac{\partial V}{\partial x}=\Big(K-\frac Fr\Big)x-s,\qquad \frac{\partial V}{\partial y}=\Big(K-\frac Fr\Big)y.$$
At the origin, $V(0,y)=\tfrac12Ky^2-F|y|$ has a kink, so the $y$-derivative does not exist and the origin is not critical.

Set both derivatives to zero. The second equation gives $K=F/r$ or $y=0$. If $K=F/r$, the first equation becomes $-s=0$, which is false. Hence $y=0$ and $r=|x|$, with $x\ne0$:

- For $x>0$, $Kx-F-s=0$, so $x=(F+s)/K$.
- For $x<0$, $Kx+F-s=0$, so $x=-(F-s)/K$, which is negative because $s<F$.

Both points satisfy the equations. On the positive half-axis $V=\tfrac12Kx^2-(F+s)x$, and on the negative one $V=\tfrac12Kx^2+(F-s)x$. The two energies are therefore
$$V_{\min}=-\frac{(F+s)^2}{2K},\qquad V_{\rm up}=-\frac{(F-s)^2}{2K},$$
and
$$V_{\rm up}-V_{\min}=\frac{(F+s)^2-(F-s)^2}{2K}=\frac{2Fs}{K}.$$
The terms in $s^2$ cancel, so the difference is linear in $s$ throughout $0<s<F$.

## Why the first point is the global minimum

Completing the square in $r$ gives
$$V(x,y)-V_{\min}=\frac K2\Big(r-\frac{F+s}K\Big)^2+s(r-x).$$
Both terms are nonnegative, because $x\le r$. If the sum is zero, then $x=r$, which means $y=0$ and $x\ge0$, and also $r=(F+s)/K$. This is the first critical point.

## The cost of going round

In polar coordinates $V=\tfrac12Kr^2-Fr-sr\cos\theta$. A path whose angle runs continuously from $0$ to $2\pi$ passes through $\theta=\pi$. There
$$V=\tfrac12Kr^2-(F-s)r=V_{\rm up}+\frac K2\Big(r-\frac{F-s}K\Big)^2\ge V_{\rm up}.$$
On the circle of radius $\rho=(F-s)/K$, on the other hand, the energy at polar angle $\varphi$ satisfies
$$V_{\rm up}-V=s\rho\,(1+\cos\varphi)\ge0.$$
No path around the origin stays below $V_{\rm up}$, and this circle does not go above it.

The circle does not pass through the minimum. The straight piece of the $x$-axis from the minimum to the circle runs uphill but stays below $V_{\rm up}$, so a round trip from the minimum has the same barrier.

## A relaxed scan with numbers

In a relaxed scan one fixes the angle $\varphi$ and minimises over $r$. For this surface the result is $r=(F+s\cos\varphi)/K$, with energy $-(F+s\cos\varphi)^2/(2K)$.

Take the illustrative values $K=4$ eV/Å$^2$, $F=0.8$ eV/Å and $s=0.02$ eV/Å. The scan starts at the minimum, $x=0.205$ Å, with energy $-84.05$ meV. It peaks at $x=-0.195$ Å with energy $-76.05$ meV, so the barrier is 8 meV.

A geometry optimisation restricted to $y=0$ and started near $x=-0.195$ Å can converge to the upper point. The curvature along $y$ there is $-Ks/(F-s)\approx-0.10$ eV/Å$^2$, and a vibrational analysis would show it as an imaginary frequency.

## The Lean file

```lean
import Mathlib

open Set

namespace JahnTellerStrain

noncomputable section

/-- The distance of the distortion `(x, y)` from the symmetric configuration. -/
def radius (x y : ℝ) : ℝ := √(x ^ 2 + y ^ 2)

/-- The lower Jahn-Teller sheet with force constant `K`, linear vibronic coupling `F ≥ 0` and a
strain `s` along `x`. -/
def energy (K F s x y : ℝ) : ℝ :=
  K * radius x y ^ 2 / 2 - F * radius x y - s * x

/-- A critical point: both partial derivatives of the energy exist and vanish. -/
def IsCritical (K F s x y : ℝ) : Prop :=
  HasDerivAt (fun u => energy K F s u y) 0 x ∧ HasDerivAt (fun v => energy K F s x v) 0 y

/-- On the strain axis the radius is the absolute value of the coordinate. -/
theorem radius_axis (x : ℝ) : radius x 0 = |x| := by
  simp [radius, Real.sqrt_sq_eq_abs]

/-- In polar coordinates with `r ≥ 0`, the strain adds a `cos θ` term to the radial energy. -/
theorem energy_polar (K F s θ : ℝ) {r : ℝ} (hr : 0 ≤ r) :
    energy K F s (r * Real.cos θ) (r * Real.sin θ)
      = K * r ^ 2 / 2 - F * r - s * (r * Real.cos θ) := by
  have h : (r * Real.cos θ) ^ 2 + (r * Real.sin θ) ^ 2 = r ^ 2 := by
    linear_combination r ^ 2 * Real.sin_sq_add_cos_sq θ
  have h' : radius (r * Real.cos θ) (r * Real.sin θ) = r := by
    rw [radius, h, Real.sqrt_sq hr]
  rw [energy, h']

/-- The two partial derivatives of the energy away from the origin. -/
theorem gradient (K F s : ℝ) {x y : ℝ} (h : x ^ 2 + y ^ 2 ≠ 0) :
    HasDerivAt (fun u => energy K F s u y) ((K - F / radius x y) * x - s) x ∧
    HasDerivAt (fun v => energy K F s x v) ((K - F / radius x y) * y) y := by
  have hsq : ∀ a b : ℝ, radius a b ^ 2 = a ^ 2 + b ^ 2 := fun a b =>
    Real.sq_sqrt (by positivity)
  have hx : HasDerivAt (fun u : ℝ => u ^ 2 + y ^ 2) (2 * x) x := by
    simpa using (hasDerivAt_pow 2 x).add_const (y ^ 2)
  have hy : HasDerivAt (fun v : ℝ => x ^ 2 + v ^ 2) (2 * y) y := by
    simpa using (hasDerivAt_pow 2 y).const_add (x ^ 2)
  -- the radius changes at the rate x / r along x and y / r along y
  have rx : HasDerivAt (fun u => radius u y) (x / radius x y) x :=
    (hx.sqrt h).congr_deriv (mul_div_mul_left x _ two_ne_zero)
  have ry : HasDerivAt (fun v => radius x v) (y / radius x y) y :=
    (hy.sqrt h).congr_deriv (mul_div_mul_left y _ two_ne_zero)
  simp only [energy, hsq]
  constructor
  · exact ((((hx.const_mul K).div_const 2).fun_sub (rx.const_mul F)).fun_sub
      ((hasDerivAt_id' x).const_mul s)).congr_deriv (by ring)
  · exact ((((hy.const_mul K).div_const 2).fun_sub (ry.const_mul F)).sub_const
      (s * x)).congr_deriv (by ring)

/-- For nonzero vibronic coupling the energy has no derivative along `y` at the origin. -/
theorem conical_origin (K s : ℝ) {F : ℝ} (hF : F ≠ 0) :
    ¬ DifferentiableAt ℝ (fun v => energy K F s 0 v) 0 := by
  intro h
  -- otherwise the absolute value would be differentiable at zero
  have e : (abs : ℝ → ℝ) = fun v => (K * v ^ 2 / 2 - energy K F s 0 v) / F := by
    funext v
    have hv : radius 0 v = |v| := by simp [radius, Real.sqrt_sq_eq_abs]
    simp only [energy, hv, sq_abs]
    rw [eq_div_iff hF]
    ring
  have hq : DifferentiableAt ℝ (fun v : ℝ => K * v ^ 2 / 2) 0 := by fun_prop
  apply not_differentiableAt_abs_zero
  rw [e]
  exact (hq.fun_sub h).div_const F

/-- For `K > 0` and `0 < s < F` the strained sheet has exactly two critical points,
both on the strain axis. -/
theorem isCritical_iff {K F s : ℝ} (hK : 0 < K) (hs : 0 < s) (hsF : s < F) (x y : ℝ) :
    IsCritical K F s x y ↔
      (x = (F + s) / K ∧ y = 0) ∨ (x = -(F - s) / K ∧ y = 0) := by
  have hF : 0 < F := hs.trans hsF
  constructor
  · rintro ⟨hx, hy⟩
    have h : x ^ 2 + y ^ 2 ≠ 0 := by
      intro h0
      have x0 : x = 0 := pow_eq_zero_iff two_ne_zero |>.1 (by nlinarith [sq_nonneg x, sq_nonneg y])
      have y0 : y = 0 := pow_eq_zero_iff two_ne_zero |>.1 (by nlinarith [sq_nonneg x, sq_nonneg y])
      subst x0 y0
      exact conical_origin K s hF.ne' hy.differentiableAt
    have ex := (gradient K F s h).1.unique hx
    have ey := (gradient K F s h).2.unique hy
    -- the transverse force vanishes where K = F / r or y = 0; the force along x excludes the first
    rcases mul_eq_zero.1 ey with h1 | rfl
    · rw [h1] at ex
      linarith
    have x0 : x ≠ 0 := by
      rintro rfl
      simp at h
    rw [radius_axis] at ex
    rcases lt_or_gt_of_ne x0 with hneg | hpos
    · right
      rw [abs_of_neg hneg] at ex
      have hc : F / (-x) * (-x) = F := div_mul_cancel₀ F (neg_ne_zero.2 x0)
      exact ⟨(eq_div_iff hK.ne').2 (by linear_combination ex - hc), rfl⟩
    · left
      rw [abs_of_pos hpos] at ex
      have hc : F / x * x = F := div_mul_cancel₀ F x0
      exact ⟨(eq_div_iff hK.ne').2 (by linear_combination ex + hc), rfl⟩
  · rintro (⟨hx, rfl⟩ | ⟨hx, rfl⟩)
    · have hpos : 0 < x := by rw [hx]; positivity
      have hxK := (eq_div_iff hK.ne').1 hx
      have hc : F / x * x = F := div_mul_cancel₀ F hpos.ne'
      have g := gradient K F s (x := x) (y := 0) (by positivity)
      rw [radius_axis, abs_of_pos hpos] at g
      exact ⟨g.1.congr_deriv (by linear_combination hxK - hc), g.2.congr_deriv (mul_zero _)⟩
    · have hneg : x < 0 := by
        rw [hx]
        exact div_neg_of_neg_of_pos (by linarith) hK
      have hxK := (eq_div_iff hK.ne').1 hx
      have hc : F / (-x) * (-x) = F := div_mul_cancel₀ F (neg_ne_zero.2 hneg.ne)
      have g := gradient K F s (x := x) (y := 0) (by nlinarith [mul_pos_of_neg_of_neg hneg hneg])
      rw [radius_axis, abs_of_neg hneg] at g
      exact ⟨g.1.congr_deriv (by linear_combination hxK + hc), g.2.congr_deriv (mul_zero _)⟩

/-- The energies of the two critical points, for `K > 0` and `0 < s < F`. -/
theorem critical_energies {K F s : ℝ} (hK : 0 < K) (hs : 0 < s) (hsF : s < F) :
    energy K F s ((F + s) / K) 0 = -(F + s) ^ 2 / (2 * K) ∧
    energy K F s (-(F - s) / K) 0 = -(F - s) ^ 2 / (2 * K) := by
  have hp : 0 < (F + s) / K := div_pos (by linarith) hK
  have hn : -(F - s) / K < 0 := div_neg_of_neg_of_pos (by linarith) hK
  constructor
  · simp only [energy, radius_axis, abs_of_pos hp]
    field_simp
    ring
  · simp only [energy, radius_axis, abs_of_neg hn]
    field_simp
    ring

/-- Strain pinning: for `K > 0` and `0 < s < F` there are exactly two critical points, the one
along the strain is the unique global minimum, and the other lies higher by `2 F s / K`. -/
theorem strain_pinning {K F s : ℝ} (hK : 0 < K) (hs : 0 < s) (hsF : s < F) :
    (∀ x y, IsCritical K F s x y ↔
      (x = (F + s) / K ∧ y = 0) ∨ (x = -(F - s) / K ∧ y = 0)) ∧
    (∀ x y, ¬ (x = (F + s) / K ∧ y = 0) →
      energy K F s ((F + s) / K) 0 < energy K F s x y) ∧
    energy K F s (-(F - s) / K) 0 - energy K F s ((F + s) / K) 0 = 2 * F * s / K := by
  obtain ⟨e1, e2⟩ := critical_energies hK hs hsF
  refine ⟨isCritical_iff hK hs hsF, fun x y hne => ?_, ?_⟩
  · have hr : 0 ≤ radius x y := Real.sqrt_nonneg _
    have hsq : radius x y ^ 2 = x ^ 2 + y ^ 2 := Real.sq_sqrt (by positivity)
    have hxr : x ≤ radius x y := by nlinarith [sq_nonneg y]
    -- complete the square in the radius
    have key : energy K F s x y - energy K F s ((F + s) / K) 0
        = K / 2 * (radius x y - (F + s) / K) ^ 2 + s * (radius x y - x) := by
      rw [e1]
      simp only [energy]
      field_simp
      ring
    have h1 : 0 ≤ K / 2 * (radius x y - (F + s) / K) ^ 2 := by positivity
    rcases hxr.eq_or_lt with heq | hlt
    · have y0 : y = 0 := by
        rw [← heq] at hsq
        exact pow_eq_zero_iff two_ne_zero |>.1 (by linarith)
      have hd : radius x y - (F + s) / K ≠ 0 := fun h0 => hne ⟨by linarith, y0⟩
      have h2 : 0 < K / 2 * (radius x y - (F + s) / K) ^ 2 := by positivity
      have h3 : s * (radius x y - x) = 0 := by rw [← heq, sub_self, mul_zero]
      linarith
    · have h2 : 0 < s * (radius x y - x) := mul_pos hs (sub_pos.2 hlt)
      linarith
  · rw [e1, e2]
    field_simp
    ring

/-- For `K > 0` and `0 < s < F`, a path whose polar angle runs continuously from `0` to `2π`
somewhere reaches at least the energy of the upper critical point. -/
theorem barrier_unavoidable {K F s : ℝ} (hK : 0 < K) (hs : 0 < s) (hsF : s < F)
    (r θ : ℝ → ℝ) (hr : ∀ t ∈ Icc (0 : ℝ) 1, 0 ≤ r t) (hθ : ContinuousOn θ (Icc 0 1))
    (h0 : θ 0 = 0) (h1 : θ 1 = 2 * Real.pi) :
    ∃ t ∈ Icc (0 : ℝ) 1, energy K F s (-(F - s) / K) 0
      ≤ energy K F s (r t * Real.cos (θ t)) (r t * Real.sin (θ t)) := by
  -- the path must cross the half-axis opposite to the strain
  have hpi : Real.pi ∈ Icc (θ 0) (θ 1) := by
    rw [h0, h1]
    constructor <;> linarith [Real.pi_pos]
  obtain ⟨t, ht, hpt⟩ := intermediate_value_Icc zero_le_one hθ hpi
  refine ⟨t, ht, ?_⟩
  rw [energy_polar K F s (θ t) (hr t ht), hpt, Real.cos_pi, (critical_energies hK hs hsF).2]
  have key : K * r t ^ 2 / 2 - F * r t - s * (r t * -1) - -(F - s) ^ 2 / (2 * K)
      = K / 2 * (r t - (F - s) / K) ^ 2 := by
    field_simp
    ring
  have hnn : 0 ≤ K / 2 * (r t - (F - s) / K) ^ 2 := by positivity
  linarith

/-- For `K > 0` and `0 < s < F`, the circle of radius `(F - s) / K` about the origin nowhere
exceeds the energy of the upper critical point. -/
theorem barrier_attained {K F s : ℝ} (hK : 0 < K) (hs : 0 < s) (hsF : s < F) (φ : ℝ) :
    energy K F s ((F - s) / K * Real.cos φ) ((F - s) / K * Real.sin φ)
      ≤ energy K F s (-(F - s) / K) 0 := by
  have hρ : 0 ≤ (F - s) / K := div_nonneg (by linarith) hK.le
  rw [energy_polar K F s φ hρ, (critical_energies hK hs hsF).2]
  have key : -(F - s) ^ 2 / (2 * K) - (K * ((F - s) / K) ^ 2 / 2 - F * ((F - s) / K)
      - s * ((F - s) / K * Real.cos φ)) = s * ((F - s) / K) * (1 + Real.cos φ) := by
    field_simp
    ring
  have hnn : 0 ≤ s * ((F - s) / K) * (1 + Real.cos φ) :=
    mul_nonneg (mul_nonneg hs.le hρ) (by linarith [Real.neg_one_le_cos φ])
  linarith

end

end JahnTellerStrain
```

```lean
#print axioms JahnTellerStrain.strain_pinning
#print axioms JahnTellerStrain.barrier_unavoidable
#print axioms JahnTellerStrain.barrier_attained
```

```
'JahnTellerStrain.strain_pinning' depends on axioms: [propext, Classical.choice, Quot.sound]
'JahnTellerStrain.barrier_unavoidable' depends on axioms: [propext, Classical.choice, Quot.sound]
'JahnTellerStrain.barrier_attained' depends on axioms: [propext, Classical.choice, Quot.sound]
```

## From the cone to the barrier in the code

`radius_axis` replaces $r$ by $|x|$ on the strain axis, and `energy_polar` gives the polar form of $V$. `gradient` differentiates $x^2+y^2$, passes through the square root to get $x/r$ and $y/r$, and assembles the two partial derivatives. Its hypothesis `x ^ 2 + y ^ 2 ≠ 0` keeps it away from the origin.

`conical_origin` treats the kink by contradiction. It solves the energy along $y$ for the absolute value,
$$|v|=\frac{\tfrac12Kv^2-V(0,v)}{F}.$$
If $V(0,v)$ were differentiable at zero, then $|v|$ would be too.

In `isCritical_iff`, the forward direction first uses this lemma to exclude the origin. A function has only one derivative at a point, so `unique` turns the hypotheses into the two gradient equations `ex` and `ey`. Applying `mul_eq_zero` to `ey` gives the choice between $K=F/r$ and $y=0$, and `linarith` refutes the first case. The sign of $x$ then decides which half-axis applies, and `linear_combination` solves the remaining linear equation. The reverse direction evaluates `gradient` at each of the two points.

`critical_energies` computes $V_{\min}$ and $V_{\rm up}$. In `strain_pinning`, the identity `key` is the completed square. The proof then separates $x=r$ from $x<r$. In the first case $y=0$, and the squared term is positive unless the point is the minimum; in the second, the strain term $s(r-x)$ is positive. The energy difference follows from `critical_energies`.

For `barrier_unavoidable`, `intermediate_value_Icc` supplies a `t` with `θ t` equal to $\pi$, and `key` is the square in $r-(F-s)/K$. Only the angle has to be continuous, because the estimate at the crossing holds for every $r\ge0$. `barrier_attained` uses the identity with $1+\cos\varphi$ and the bound $\cos\varphi\ge-1$.
